# Fractional filling of levels of positive weight across subsystems: the band energy at fixed electron number is lowest exactly when no level with room lies below an occupied one

## Does a level's weight affect its place in the filling order?

I have cut a large molecule into fragments and diagonalised each one. This gives me a single list of orbital energies $e_i$, each with a weight $w_i$ that says how many electrons the level holds when it is full. Now I have to distribute a fixed total number of electrons over the list at zero temperature. The usual recipe fills from the bottom up to one common Fermi level, in an order set by $e_i$ alone. But a full level contributes $w_i e_i$ to the energy, so a heavy level slightly higher up can contribute more binding than a light one below it. Shouldn't the heavy level be filled first? And if I check only pairs of levels, could a rearrangement of three or more still lower the energy?

## The order is set by the energy per electron

The weights play no part in the order, and checking pairs is enough. For positive weights, occupations $f_i\in[0,1]$ minimise $\sum_i w_i e_i f_i$ at fixed $\sum_i w_i f_i$ if and only if there is no pair $i,j$ with $e_i<e_j$, $f_i<1$ and $f_j>0$. I call such a pair an inversion.

Take a light level with $e_1=-1$, $w_1=1$ and a heavy one with $e_2=-0.6$, $w_2=2$. When full, the heavy level contributes $-1.2$, but it needs two electrons to do so. A single electron gives $-1$ in the light level and only $-0.6$ in the heavy one, which it half fills.

### Moving charge between two levels

Write $N[f]=\sum_k w_k f_k$ for the electron number and $E[f]=\sum_k w_k e_k f_k$ for the band energy. Moving $\delta$ electrons from level $j$ to level $i$ means

$$f_i\to f_i+\frac{\delta}{w_i},\qquad f_j\to f_j-\frac{\delta}{w_j}.$$

The number changes by $\delta-\delta=0$, and the energy by $\delta(e_i-e_j)$. The weights have cancelled.

If $(i,j)$ is an inversion, choose $\delta=\min\{w_i(1-f_i),\,w_j f_j\}$. This is positive, it fits into level $i$, and it is available in level $j$. The new occupations stay in $[0,1]$ and the energy has dropped, so $f$ was not a minimiser.

### Why pairs are enough

Suppose now that $f$ has no inversion. If any level is occupied, let $m$ be an occupied level of highest energy and set $\mu=e_m$. A level below $\mu$ must be full, since otherwise it would form an inversion with $m$. A level above $\mu$ is empty by the choice of $m$. If nothing is occupied, any $\mu$ that no level lies below will serve.

Let $g$ be any other occupations in $[0,1]$. Then each term satisfies

$$w_k(e_k-\mu)(g_k-f_k)\ge 0.$$

Below $\mu$ both brackets are $\le 0$, because $f_k=1$. Above $\mu$ both are $\ge 0$, because $f_k=0$. At $\mu$ the term vanishes. Summing over $k$ gives

$$0\le E[g]-E[f]-\mu\,(N[g]-N[f]).$$

When $N[g]=N[f]$, this says $E[f]\le E[g]$. The competitor $g$ may differ from $f$ on any number of levels, so no rearrangement of three or more can do better.

### Degeneracy, existence and uniqueness

- **In a minimiser, all partially filled levels have the same energy.** If two of them had different energies, they would form an inversion.
- **A minimiser exists for every $N$ with $0\le N\le W$, where $W=\sum_k w_k$.** The admissible occupations with $N[f]=N$ form a compact set on which $E$ is continuous. The set is not empty: if there are levels, take $f_k=N/W$ on each; if there are none, then $N=0$ and there is nothing to fill.
- **It is unique if all level energies differ.** Let $a$ and $b$ be minimisers with equal number and $a_i<b_i$ for some $i$. Then $b_j<a_j$ for some $j$. If $e_i<e_j$, the pair $(i,j)$ is an inversion of $a$, since $a_i<b_i\le1$ and $a_j>b_j\ge0$. If $e_j<e_i$, the pair $(j,i)$ is an inversion of $b$ in the same way.

### The statement in Lean

The finite type `ι` indexes the levels of all subsystems together; which fragment a level belongs to is not recorded. The functions `w`, `e` and `f` from `ι` to the reals are the weights, energies and occupations, and `number` and `energy` are $N$ and $E$. A weight may stand for a spin factor of 2, for the share of an orbital assigned to its fragment, or for their product. `Admissible f` says that every occupation lies in $[0,1]$, so fractional values are allowed. The equivalence depends on this: if levels could only be full or empty, two electrons in the example above would have to fill the heavy level and leave the lower, light one empty.

`IsGroundFilling w e f` says that `f` is admissible and that its energy is no higher than that of any admissible `g` with the same total number. `HasInversion e f` does not mention the weights at all. Unlike the population inversion of laser physics, it does not require the upper level to be fuller than the lower one. The main theorem, `isGroundFilling_iff`, assumes positive weights (`hw`) and admissible occupations (`hf`), and states that `f` is a ground filling exactly when it has no inversion.

The result applies to the filling step of divide-and-conquer electronic-structure methods with a common Fermi level if the filling is done at zero temperature, all weights are positive, and the finite list of levels is held fixed meanwhile. It does not cover occupations smeared by a Fermi function at finite temperature, which are often used in practice. Nor does it describe the response of the levels: in a self-consistent calculation the $e_i$ shift when charge moves, and the band energy is in general not the total energy of the molecule. Only the total number is constrained, so charge may pass between fragments however far apart they are.

```lean
import Mathlib

open Finset

namespace SubsystemFilling

noncomputable section

variable {ι : Type*} [Fintype ι]

/-- The total electron number `∑ w_i f_i` of occupations `f` on levels with weights `w`. -/
def number (w f : ι → ℝ) : ℝ := ∑ k, w k * f k

/-- The total band energy `∑ w_i e_i f_i` of occupations `f` on levels `e` with weights `w`. -/
def energy (w e f : ι → ℝ) : ℝ := ∑ k, w k * e k * f k

/-- Occupations are admissible if each lies between 0 and 1. -/
def Admissible (f : ι → ℝ) : Prop := ∀ k, 0 ≤ f k ∧ f k ≤ 1

/-- A ground filling is an admissible set of occupations whose energy is lowest among all
admissible occupations with the same electron number. -/
def IsGroundFilling (w e f : ι → ℝ) : Prop :=
  Admissible f ∧ ∀ g, Admissible g → number w g = number w f → energy w e f ≤ energy w e g

/-- An inversion is a level that is not full lying below a level that is not empty. -/
def HasInversion (e f : ι → ℝ) : Prop := ∃ i j, e i < e j ∧ f i < 1 ∧ 0 < f j

/-- The occupations after `δ` electrons have moved from level `j` to level `i`, for nonzero
weights of the two levels. -/
def transfer [DecidableEq ι] (w f : ι → ℝ) (i j : ι) (δ : ℝ) : ι → ℝ := fun k =>
  f k + (if k = i then δ / w i else 0) - (if k = j then δ / w j else 0)

/-- A transfer between two levels of nonzero weight conserves the electron number. -/
theorem number_transfer [DecidableEq ι] (w f : ι → ℝ) (i j : ι) (δ : ℝ)
    (hi : w i ≠ 0) (hj : w j ≠ 0) : number w (transfer w f i j δ) = number w f := by
  have h1 : w i * (δ / w i) = δ := by field_simp
  have h2 : w j * (δ / w j) = δ := by field_simp
  simp only [number, transfer, mul_sub, mul_add, sum_sub_distrib, sum_add_distrib,
    mul_ite, mul_zero, sum_ite_eq', mem_univ, if_true]
  linear_combination h1 - h2

/-- Moving `δ` electrons from level `j` to level `i`, both of nonzero weight, changes the energy
by `δ (e_i - e_j)`. -/
theorem energy_transfer [DecidableEq ι] (w e f : ι → ℝ) (i j : ι) (δ : ℝ)
    (hi : w i ≠ 0) (hj : w j ≠ 0) :
    energy w e (transfer w f i j δ) = energy w e f + δ * (e i - e j) := by
  have h1 : w i * (δ / w i) = δ := by field_simp
  have h2 : w j * (δ / w j) = δ := by field_simp
  simp only [energy, transfer, mul_sub, mul_add, sum_sub_distrib, sum_add_distrib,
    mul_ite, mul_zero, sum_ite_eq', mem_univ, if_true]
  linear_combination e i * h1 - e j * h2

/-- Admissible occupations without an inversion have a Fermi level: every level below it is full
and every level above it is empty. -/
theorem exists_fermi_level {e f : ι → ℝ} (hf : Admissible f) (h : ¬ HasInversion e f) :
    ∃ μ, ∀ i, (e i < μ → f i = 1) ∧ (μ < e i → f i = 0) := by
  by_cases hocc : ∃ j, 0 < f j
  · -- the highest occupied level is the Fermi level
    obtain ⟨j, hj⟩ := hocc
    obtain ⟨m, hm, hmax⟩ :=
      exists_max_image (univ.filter fun j => 0 < f j) e ⟨j, by simpa using hj⟩
    have hm' : 0 < f m := by simpa using hm
    refine ⟨e m, fun i => ⟨fun hi => ?_, fun hi => ?_⟩⟩
    · by_contra hne
      exact h ⟨i, m, hi, lt_of_le_of_ne (hf i).2 hne, hm'⟩
    · by_contra hne
      have hpos : 0 < f i := lt_of_le_of_ne (hf i).1 (Ne.symm hne)
      exact absurd (hmax i (by simpa using hpos)) (not_le_of_gt hi)
  · -- with no electrons, any energy below all levels will do
    obtain ⟨μ, hμ⟩ := (Set.finite_range e).bddBelow
    refine ⟨μ, fun i => ⟨fun hi => ?_, fun _ => ?_⟩⟩
    · exact absurd (hμ ⟨i, rfl⟩) (not_le_of_gt hi)
    · exact le_antisymm (not_lt.1 fun hi => hocc ⟨i, hi⟩) (hf i).1

/-- For positive weights, admissible occupations minimise the energy at fixed electron number if
and only if no level that is not full lies below a level that is not empty. -/
theorem isGroundFilling_iff {w e f : ι → ℝ} (hw : ∀ k, 0 < w k) (hf : Admissible f) :
    IsGroundFilling w e f ↔ ¬ HasInversion e f := by
  classical
  constructor
  · rintro ⟨_, hmin⟩ ⟨i, j, hij, hi, hj⟩
    have hne : i ≠ j := fun h => absurd hij (by rw [h]; exact lt_irrefl _)
    -- an amount of charge that fits into level i and is available in level j
    obtain ⟨δ, hδ, hδi, hδj⟩ : ∃ δ : ℝ, 0 < δ ∧ δ / w i ≤ 1 - f i ∧ δ / w j ≤ f j := by
      refine ⟨min ((1 - f i) * w i) (f j * w j),
        lt_min (mul_pos (by linarith) (hw i)) (mul_pos hj (hw j)), ?_, ?_⟩
      · rw [div_le_iff₀ (hw i)]
        exact min_le_left _ _
      · rw [div_le_iff₀ (hw j)]
        exact min_le_right _ _
    have hadm : Admissible (transfer w f i j δ) := by
      intro k
      have hpi := div_pos hδ (hw i)
      have hpj := div_pos hδ (hw j)
      obtain ⟨h0, h1⟩ := hf k
      by_cases a : k = i <;> by_cases b : k = j
      · exact absurd (a.symm.trans b) hne
      · have hk : f k = f i := by rw [a]
        simp only [transfer, if_pos a, if_neg b]
        constructor <;> linarith
      · have hk : f k = f j := by rw [b]
        simp only [transfer, if_neg a, if_pos b]
        constructor <;> linarith
      · simp only [transfer, if_neg a, if_neg b]
        constructor <;> linarith
    -- the transfer lowers the energy
    have hle := hmin _ hadm (number_transfer w f i j δ (hw i).ne' (hw j).ne')
    rw [energy_transfer w e f i j δ (hw i).ne' (hw j).ne'] at hle
    nlinarith [mul_pos hδ (sub_pos.2 hij)]
  · intro h
    refine ⟨hf, fun g hg hN => ?_⟩
    obtain ⟨μ, hμ⟩ := exists_fermi_level hf h
    -- measured from the Fermi level, no change of occupation lowers the energy
    have key : 0 ≤ ∑ k, w k * ((e k - μ) * (g k - f k)) := by
      refine sum_nonneg fun k _ => mul_nonneg (hw k).le ?_
      rcases lt_trichotomy (e k) μ with hk | hk | hk
      · rw [(hμ k).1 hk]
        nlinarith [mul_nonneg (sub_nonneg.2 hk.le) (sub_nonneg.2 (hg k).2)]
      · simp [hk]
      · rw [(hμ k).2 hk, sub_zero]
        exact mul_nonneg (sub_nonneg.2 hk.le) (hg k).1
    have split : ∑ k, w k * ((e k - μ) * (g k - f k)) =
        energy w e g - energy w e f - μ * (number w g - number w f) := by
      simp only [energy, number, ← sum_sub_distrib, mul_sum]
      exact sum_congr rfl fun k _ => by ring
    rw [split, hN] at key
    linarith

/-- In a ground filling with positive weights, any two partially filled levels have the same
energy. -/
theorem partially_filled_degenerate {w e f : ι → ℝ} (hw : ∀ k, 0 < w k)
    (h : IsGroundFilling w e f) {i j : ι} (hi : 0 < f i ∧ f i < 1) (hj : 0 < f j ∧ f j < 1) :
    e i = e j := by
  have hno := (isGroundFilling_iff hw h.1).1 h
  exact le_antisymm (not_lt.1 fun hlt => hno ⟨j, i, hlt, hj.2, hi.1⟩)
    (not_lt.1 fun hlt => hno ⟨i, j, hlt, hi.2, hj.1⟩)

/-- For positive weights, every electron number between zero and the total weight of the levels
has a ground filling. -/
theorem exists_groundFilling {w : ι → ℝ} (e : ι → ℝ) (hw : ∀ k, 0 < w k) {N : ℝ}
    (h0 : 0 ≤ N) (h1 : N ≤ ∑ k, w k) : ∃ f, IsGroundFilling w e f ∧ number w f = N := by
  have hW : 0 ≤ ∑ k, w k := sum_nonneg fun k _ => (hw k).le
  have hcN : Continuous (number w) := by unfold number; fun_prop
  have hcE : Continuous (energy w e) := by unfold energy; fun_prop
  have hK : IsCompact (Set.Icc (0 : ι → ℝ) 1 ∩ {g | number w g = N}) :=
    isCompact_Icc.inter_right (isClosed_eq hcN continuous_const)
  -- spreading the electrons evenly gives an admissible filling
  have hne : (Set.Icc (0 : ι → ℝ) 1 ∩ {g | number w g = N}).Nonempty := by
    refine ⟨fun _ => N / ∑ k, w k,
      ⟨fun _ => div_nonneg h0 hW, fun _ => div_le_one_of_le₀ h1 hW⟩, ?_⟩
    change ∑ k, w k * (N / ∑ l, w l) = N
    rw [← sum_mul]
    by_cases hz : ∑ k, w k = 0
    · have hN : N = 0 := by linarith
      simp [hN]
    · field_simp
  obtain ⟨f, hf, hmin⟩ := hK.exists_isMinOn hne hcE.continuousOn
  refine ⟨f, ⟨fun k => ⟨hf.1.1 k, hf.1.2 k⟩, fun g hg hN => ?_⟩, hf.2⟩
  exact isMinOn_iff.1 hmin g ⟨⟨fun k => (hg k).1, fun k => (hg k).2⟩, hN.trans hf.2⟩

/-- For positive weights and pairwise distinct level energies, two ground fillings with the same
electron number coincide. -/
theorem groundFilling_unique {w e f g : ι → ℝ} (hw : ∀ k, 0 < w k)
    (he : Function.Injective e) (hf : IsGroundFilling w e f) (hg : IsGroundFilling w e g)
    (hN : number w f = number w g) : f = g := by
  have key : ∀ a b : ι → ℝ, IsGroundFilling w e a → IsGroundFilling w e b →
      number w a = number w b → ∀ i, b i ≤ a i := by
    intro a b ha hb hab i
    by_contra hi
    have hi' : a i < b i := not_le.1 hi
    -- a gain on level i must be balanced by a loss on some level j
    obtain ⟨j, hj⟩ : ∃ j, b j < a j := by
      by_contra hcon
      have hlt : number w a < number w b := sum_lt_sum
        (fun k _ => mul_le_mul_of_nonneg_left (not_lt.1 fun hk => hcon ⟨k, hk⟩) (hw k).le)
        ⟨i, mem_univ i, mul_lt_mul_of_pos_left hi' (hw i)⟩
      exact absurd hab hlt.ne
    have hna := (isGroundFilling_iff hw ha.1).1 ha
    have hnb := (isGroundFilling_iff hw hb.1).1 hb
    rcases lt_trichotomy (e i) (e j) with h | h | h
    · exact hna ⟨i, j, h, hi'.trans_le (hb.1 i).2, (hb.1 j).1.trans_lt hj⟩
    · rw [he h] at hi'
      exact lt_asymm hi' hj
    · exact hnb ⟨j, i, h, hj.trans_le (ha.1 j).2, (ha.1 i).1.trans_lt hi'⟩
  exact funext fun i => le_antisymm (key g f hg hf hN.symm i) (key f g hf hg hN i)

end

end SubsystemFilling
```

```lean
#print axioms SubsystemFilling.isGroundFilling_iff
#print axioms SubsystemFilling.partially_filled_degenerate
#print axioms SubsystemFilling.exists_groundFilling
#print axioms SubsystemFilling.groundFilling_unique
```

```
'SubsystemFilling.isGroundFilling_iff' depends on axioms: [propext, Classical.choice, Quot.sound]
'SubsystemFilling.partially_filled_degenerate' depends on axioms: [propext, Classical.choice, Quot.sound]
'SubsystemFilling.exists_groundFilling' depends on axioms: [propext, Classical.choice, Quot.sound]
'SubsystemFilling.groundFilling_unique' depends on axioms: [propext, Classical.choice, Quot.sound]
```

### From the hand argument to the Lean proof

`number_transfer` and `energy_transfer` are the two balances for moving $\delta$ electrons. The simplifier splits the sums and picks out the terms at `i` and `j`, and `linear_combination` then uses $w_i(\delta/w_i)=\delta$ and its partner for $j$.

`exists_fermi_level` constructs $\mu$. It applies `exists_max_image` to the set of occupied levels, and treats the case without electrons separately through a lower bound of the energies. When there is a gap, this $\mu$ sits at the highest occupied level, whereas textbooks often place the zero-temperature Fermi level inside the gap.

In `isGroundFilling_iff`, the first direction takes an inversion and the $\delta$ given above. The step `hadm` checks the new occupations level by level: at `i`, at `j`, and elsewhere. Minimality then says that the energy cannot have dropped, which contradicts `energy_transfer`. In the second direction, `key` is the non-negative sum, proved by the three cases for $e_k$ relative to $\mu$, and `split` rewrites it in terms of $E$ and $N$. Equal numbers remove the term in $\mu$.

`partially_filled_degenerate` excludes both strict orderings of the two energies. `exists_groundFilling` intersects the box $[0,1]^\iota$ with the closed set of fixed number and takes a minimum of the continuous energy there. In `groundFilling_unique`, the auxiliary claim `key` shows $b_i\le a_i$ for any two ground fillings of equal number; using it in both directions gives equality.

### Open electron number, and levels of zero weight

The same inequality also handles a system that exchanges electrons with a reservoir. Before the numbers are set equal, it reads $E[f]-\mu N[f]\le E[g]-\mu N[g]$. Its derivation used only that $f$ is full below $\mu$ and empty above it. If the reservoir prescribes $\mu$, any such filling therefore minimises $E-\mu N$ among all admissible occupations, whatever their electron number.

Non-negative weights would not be enough for the equivalence. Take two levels with $e_1<e_2$, $w_1=0$, $w_2=1$ and $f=(0,1)$. Every competitor with the same number has $g_2=1$ and hence the same energy $e_2$, so $f$ is a minimiser, yet $(1,2)$ is an inversion. Such a level can occur when an orbital has no share in the region assigned to its fragment. It holds no electrons, and its occupation has no effect on either sum. These remarks on reservoirs and zero weights are prose arguments without a Lean theorem behind them.
